# A quadratic displacement profile balances a unit point force and a uniform counterforce on a harmonic ring

The theorem `restoring_green` concerns a finite ring of `N ≥ 1` sites with equal nearest-neighbour harmonic springs, the spring constant being scaled to one. For the displacement profile `(N² - 1)/(12 N) - j (N - j)/(2 N)`, with `j = 0, ..., N - 1`, it states that the restoring force `2 u j - u (j + 1) - u (j - 1)` equals `1 - 1/N` at site `0` and `-1/N` at every other site. The profile is therefore in static equilibrium under a unit force at site `0` together with a force `-1/N` on every site. The proof represents the site by a natural number `m < N`, inserts the quadratic formula at the site and its two neighbours, and leaves the rest to algebra. The case `m = 0` is treated separately, because there the left neighbour is site `N - 1`.

The first attempt, which Lean rejects:

```lean
import Mathlib

open Filter ProbabilityTheory

namespace RestoringGreen

noncomputable section

/-- The restoring force at site `j` of a periodic nearest-neighbour chain with displacements `u`,
in units of the spring constant and counted positive against the displacement. -/
def restoring {N : ℕ} (u : ZMod N → ℝ) (j : ZMod N) : ℝ :=
  2 * u j - u (j + 1) - u (j - 1)

/-- The quadratic profile `(N² - 1)/(12 N) - j (N - j)/(2 N)`, with `j = 0, ..., N - 1`,
on a ring of `N ≥ 1` sites. -/
def green (N : ℕ) (j : ZMod N) : ℝ :=
  ((N : ℝ) ^ 2 - 1) / (12 * N) - (j.val : ℝ) * (N - j.val) / (2 * N)

/-- The quadratic formula for the profile also holds at `m = N`, where the ring closes. -/
theorem green_natCast (N : ℕ) [NeZero N] {m : ℕ} (hm : m ≤ N) :
    green N (m : ZMod N) = ((N : ℝ) ^ 2 - 1) / (12 * N) - (m : ℝ) * (N - m) / (2 * N) := by
  rcases hm.lt_or_eq with h | h
  · simp only [green, ZMod.val_natCast_of_lt h]
  · subst h
    simp [green]

/-- The profile balances a unit force at site `0` and a uniform counterforce `-1/N`. -/
theorem restoring_green (N : ℕ) [NeZero N] (j : ZMod N) :
    restoring (green N) j = (if j = 0 then 1 else 0) - 1 / (N : ℝ) := by
  have hN : (N : ℝ) ≠ 0 := Nat.cast_ne_zero.mpr (NeZero.ne N)
  obtain ⟨m, hm, rfl⟩ : ∃ m : ℕ, m < N ∧ (m : ZMod N) = j :=
    ⟨j.val, ZMod.val_lt j, ZMod.natCast_zmod_val j⟩
  have h0 := green_natCast N hm.le
  have hr := green_natCast N (show m + 1 ≤ N from hm)
  push_cast at hr
  by_cases hm0 : m = 0
  · -- the left neighbour of site 0 is site N - 1
    subst hm0
    have h1 : 1 ≤ N := hm
    have e : ((N - 1 : ℕ) : ZMod N) = 0 - 1 := by
      rw [Nat.cast_sub h1, Nat.cast_one, ZMod.natCast_self]
    have hl := green_natCast N (Nat.sub_le N 1)
    rw [e, Nat.cast_sub h1, Nat.cast_one] at hl
    simp only [Nat.cast_zero] at h0 hr ⊢
    rw [restoring, h0, hr, hl, if_pos rfl]
    field_simp
    ring
  · have h1 : 1 ≤ m := Nat.one_le_iff_ne_zero.mpr hm0
    have e : ((m - 1 : ℕ) : ZMod N) = (m : ZMod N) - 1 := by
      rw [Nat.cast_sub h1, Nat.cast_one]
    have hl := green_natCast N (show m - 1 ≤ N by omega)
    rw [e, Nat.cast_sub h1, Nat.cast_one] at hl
    have hne : (m : ZMod N) ≠ 0 := by
      intro h
      have hv := ZMod.val_natCast_of_lt hm
      rw [h, ZMod.val_zero] at hv
      omega
    rw [restoring, h0, hr, hl, if_neg hne]
    field_simp
    ring

end

end RestoringGreen
```

Lean reports:

```
Main.lean:45:31: error: Tactic `rewrite` failed: Did not find an occurrence of the pattern
  if ?m.199 = ?m.199 then ?m.201 else ?m.202
in the target expression
  2 * ((↑N ^ 2 - 1) / (12 * ↑N) - 0 * (↑N - 0) / (2 * ↑N)) -
        ((↑N ^ 2 - 1) / (12 * ↑N) - (0 + 1) * (↑N - (0 + 1)) / (2 * ↑N)) -
      ((↑N ^ 2 - 1) / (12 * ↑N) - (↑N - 1) * (↑N - (↑N - 1)) / (2 * ↑N)) =
    (if True then 1 else 0) - 1 / ↑N

case pos
N : ℕ
inst✝ : NeZero N
hN : ↑N ≠ 0
hm : 0 < N
h1 : 1 ≤ N
e : ↑(N - 1) = 0 - 1
hl : green N (0 - 1) = (↑N ^ 2 - 1) / (12 * ↑N) - (↑N - 1) * (↑N - (↑N - 1)) / (2 * ↑N)
h0 : green N 0 = (↑N ^ 2 - 1) / (12 * ↑N) - 0 * (↑N - 0) / (2 * ↑N)
hr : green N (0 + 1) = (↑N ^ 2 - 1) / (12 * ↑N) - (0 + 1) * (↑N - (0 + 1)) / (2 * ↑N)
⊢ 2 * ((↑N ^ 2 - 1) / (12 * ↑N) - 0 * (↑N - 0) / (2 * ↑N)) -
        ((↑N ^ 2 - 1) / (12 * ↑N) - (0 + 1) * (↑N - (0 + 1)) / (2 * ↑N)) -
      ((↑N ^ 2 - 1) / (12 * ↑N) - (↑N - 1) * (↑N - (↑N - 1)) / (2 * ↑N)) =
    (if True then 1 else 0) - 1 / ↑N
```

Cause. The error is in the case `m = 0`. The goal there contains an `if` whose condition says that the natural number 0, cast to `ZMod N`, equals 0. The call `simp only [Nat.cast_zero] at h0 hr ⊢` turns the cast into a plain `0` and then simplifies the condition `0 = 0` to `True`. It leaves the `if` itself in place, so the goal contains `if True then 1 else 0`.

The next line rewrites with `if_pos rfl`. Since `rfl` here proves an equation of the form `a = a`, the rewrite looks for an `if` whose condition is such an equation. This is the pattern `if ?m.199 = ?m.199 then ?m.201 else ?m.202` in the message. The condition is now `True`, which is not written as an equation, so no match is found.

The diff replaces `rfl` with `trivial`, which proves `True`. The pattern then has `True` as its condition, matches the goal, and replaces the `if` by `1`.

The repair, with which the file compiles:

```diff
@@ -43,5 +43,5 @@
     rw [e, Nat.cast_sub h1, Nat.cast_one] at hl
     simp only [Nat.cast_zero] at h0 hr ⊢
-    rw [restoring, h0, hr, hl, if_pos rfl]
+    rw [restoring, h0, hr, hl, if_pos trivial]
     field_simp
     ring
```
